# Three reciprocal vectors can make the truncated dynamical matrix of a Wigner crystal isotropic at q = (1,1,1)

`zeroPointEnergy_sharp` concerns the harmonic modes of a Wigner crystal at the wave vector (1,1,1), with the reciprocal-lattice sum cut down to the three vectors (-2,0,0), (0,-2,0) and (0,0,-2). All these vectors are in units of one common inverse length, which drops out because the matrix is built from projectors onto directions. For electron-sphere radius r > 0 in Hartree atomic units, the theorem states that this truncated dynamical matrix is 1/r³ times the identity, and that the zero-point energy of its three modes is (3/2)/r^(3/2). The attempt writes out the finite sum and checks, entry by entry, that the combination of projectors is one third of the identity. The energy then follows from the earlier lemma for an isotropic matrix.

The first attempt, which Lean rejects:

```lean
import Mathlib

open Matrix

namespace WignerCrystalZeroPoint

noncomputable section

/-- The matrix `v vᵀ / |v|²`: the projector onto the direction of `v` if `v ≠ 0`, and zero if `v =
0`. -/
def proj (v : Fin 3 → ℝ) : Matrix (Fin 3) (Fin 3) ℝ :=
  Matrix.of fun i j => v i * v j / (v ⬝ᵥ v)

/-- The dynamical matrix at wave vector `q`, with the reciprocal vectors in `S` kept
in the sum and `r` the electron-sphere radius in atomic units. -/
def dynamicalMatrix (r : ℝ) (q : Fin 3 → ℝ) (S : Finset (Fin 3 → ℝ)) :
    Matrix (Fin 3) (Fin 3) ℝ :=
  (3 / r ^ 3) • (proj q + ∑ G ∈ S, (proj (q + G) - proj G))

/-- The dynamical matrix is symmetric. -/
theorem dynamicalMatrix_isHermitian (r : ℝ) (q : Fin 3 → ℝ) (S : Finset (Fin 3 → ℝ)) :
    (dynamicalMatrix r q S).IsHermitian := by
  have hp : ∀ v, (proj v)ᴴ = proj v := by
    intro v
    ext i j
    simp [proj, mul_comm]
  unfold Matrix.IsHermitian dynamicalMatrix
  simp only [Matrix.conjTranspose_smul, Matrix.conjTranspose_add, Matrix.conjTranspose_sum,
    Matrix.conjTranspose_sub, hp, star_trivial]

/-- The square roots of the eigenvalues of the dynamical matrix, with the value zero for a negative
eigenvalue. -/
def frequency (r : ℝ) (q : Fin 3 → ℝ) (S : Finset (Fin 3 → ℝ)) (i : Fin 3) : ℝ :=
  √((dynamicalMatrix_isHermitian r q S).eigenvalues i)

/-- The zero-point energy of the three modes at `q`: half the sum of their frequencies. -/
def zeroPointEnergy (r : ℝ) (q : Fin 3 → ℝ) (S : Finset (Fin 3 → ℝ)) : ℝ :=
  (1 / 2) * ∑ i, frequency r q S i

private theorem scale_sq {r : ℝ} (hr : 0 < r) : (1 / r ^ (3 / 2 : ℝ)) ^ 2 = 1 / r ^ 3 := by
  have h : (r ^ (3 / 2 : ℝ)) ^ 2 = r ^ 3 := by
    rw [← Real.rpow_natCast (r ^ (3 / 2 : ℝ)) 2, ← Real.rpow_mul hr.le,
      ← Real.rpow_natCast r 3]
    norm_num
  rw [div_pow, one_pow, h]

/-- If the dynamical matrix is `1 / r³` times the identity, the zero-point energy equals
`(3/2) / r^(3/2)`. -/
theorem zeroPointEnergy_of_isotropic {r : ℝ} (hr : 0 < r) {q : Fin 3 → ℝ}
    {S : Finset (Fin 3 → ℝ)} (h : dynamicalMatrix r q S = (1 / r ^ 3) • 1) :
    zeroPointEnergy r q S = (3 / 2) / r ^ (3 / 2 : ℝ) := by
  have hspec : spectrum ℝ (dynamicalMatrix r q S) = {1 / r ^ 3} := by
    rw [h, ← Algebra.algebraMap_eq_smul_one, spectrum.scalar_eq]
  have hw : ∀ i, frequency r q S i = 1 / r ^ (3 / 2 : ℝ) := by
    intro i
    have hm := (dynamicalMatrix_isHermitian r q S).eigenvalues_mem_spectrum_real i
    rw [hspec, Set.mem_singleton_iff] at hm
    rw [frequency, hm, ← scale_sq hr, Real.sqrt_sq (by positivity)]
  rw [zeroPointEnergy, Fin.sum_univ_three, hw, hw, hw]
  ring

/-- For `q = (1,1,1)` and the reciprocal vectors `(-2,0,0)`, `(0,-2,0)`, `(0,0,-2)` the dynamical
matrix is `1 / r³` times the identity and the zero-point energy equals `(3/2) / r^(3/2)`. -/
theorem zeroPointEnergy_sharp {r : ℝ} (hr : 0 < r) :
    dynamicalMatrix r ![1, 1, 1] {![-2, 0, 0], ![0, -2, 0], ![0, 0, -2]} = (1 / r ^ 3) • 1 ∧
    zeroPointEnergy r ![1, 1, 1] {![-2, 0, 0], ![0, -2, 0], ![0, 0, -2]} =
      (3 / 2) / r ^ (3 / 2 : ℝ) := by
  have h : dynamicalMatrix r ![1, 1, 1] {![-2, 0, 0], ![0, -2, 0], ![0, 0, -2]} =
      (1 / r ^ 3) • 1 := by
    have h1 : (![-2, 0, 0] : Fin 3 → ℝ) ∉
        ({![0, -2, 0], ![0, 0, -2]} : Finset (Fin 3 → ℝ)) := by
      rw [Finset.mem_insert, Finset.mem_singleton]
      rintro (h | h) <;> simpa using congrFun h 0
    have h2 : (![0, -2, 0] : Fin 3 → ℝ) ∉ ({![0, 0, -2]} : Finset (Fin 3 → ℝ)) := by
      rw [Finset.mem_singleton]
      intro h
      simpa using congrFun h 1
    rw [dynamicalMatrix, Finset.sum_insert h1, Finset.sum_insert h2, Finset.sum_singleton]
    -- the off-diagonal parts cancel and a third of the identity remains
    have h3 : proj ![1, 1, 1] + ((proj (![1, 1, 1] + ![-2, 0, 0]) - proj ![-2, 0, 0]) +
        ((proj (![1, 1, 1] + ![0, -2, 0]) - proj ![0, -2, 0]) +
        (proj (![1, 1, 1] + ![0, 0, -2]) - proj ![0, 0, -2]))) =
        (1 / 3 : ℝ) • (1 : Matrix (Fin 3) (Fin 3) ℝ) := by
      ext i j
      fin_cases i <;> fin_cases j <;>
        norm_num [proj, dotProduct, Fin.sum_univ_three, Matrix.one_apply]
    rw [h3, smul_smul]
    congr 1
    ring
  exact ⟨h, zeroPointEnergy_of_isotropic hr h⟩

end

end WignerCrystalZeroPoint
```

Messages:

```
Main.lean:83:56: error: unsolved goals
case «0».«0»
r : ℝ
hr : 0 < r
h1 : ![-2, 0, 0] ∉ {![0, -2, 0], ![0, 0, -2]}
h2 : ![0, -2, 0] ∉ {![0, 0, -2]}
⊢ (2 + ![1, 1, 1] 2 * ![1, 1, 1] 2)⁻¹ +
      ((2 + (![1, 1, 1] 2 + ![-2, 0, 0] 2) * (![1, 1, 1] 2 + ![-2, 0, 0] 2))⁻¹ -
          4 / (4 + ![-2, 0, 0] 2 * ![-2, 0, 0] 2) +
        ((2 + (![1, 1, 1] 2 + ![0, -2, 0] 2) * (![1, 1, 1] 2 + ![0, -2, 0] 2))⁻¹ +
          (2 + (![1, 1, 1] 2 + ![0, 0, -2] 2) * (![1, 1, 1] 2 + ![0, 0, -2] 2))⁻¹)) =
    1 / 3

case «0».«1»
r : ℝ
hr : 0 < r
h1 : ![-2, 0, 0] ∉ {![0, -2, 0], ![0, 0, -2]}
h2 : ![0, -2, 0] ∉ {![0, 0, -2]}
⊢ (2 + ![1, 1, 1] 2 * ![1, 1, 1] 2)⁻¹ +
      (-1 / (2 + (![1, 1, 1] 2 + ![-2, 0, 0] 2) * (![1, 1, 1] 2 + ![-2, 0, 0] 2)) +
        (-1 / (2 + (![1, 1, 1] 2 + ![0, -2, 0] 2) * (![1, 1, 1] 2 + ![0, -2, 0] 2)) +
          (2 + (![1, 1, 1] 2 + ![0, 0, -2] 2) * (![1, 1, 1] 2 + ![0, 0, -2] 2))⁻¹)) =
    0

case «0».«2»
r : ℝ
hr : 0 < r
h1 : ![-2, 0, 0] ∉ {![0, -2, 0], ![0, 0, -2]}
h2 : ![0, -2, 0] ∉ {![0, 0, -2]}
⊢ (2 + ![1, 1, 1] 2 * ![1, 1, 1] 2)⁻¹ +
      (-1 / (2 + (![1, 1, 1] 2 + ![-2, 0, 0] 2) * (![1, 1, 1] 2 + ![-2, 0, 0] 2)) +
        ((2 + (![1, 1, 1] 2 + ![0, -2, 0] 2) * (![1, 1, 1] 2 + ![0, -2, 0] 2))⁻¹ +
          -1 / (2 + (![1, 1, 1] 2 + ![0, 0, -2] 2) * (![1, 1, 1] 2 + ![0, 0, -2] 2)))) =
    0

case «1».«0»
r : ℝ
hr : 0 < r
h1 : ![-2, 0, 0] ∉ {![0, -2, 0], ![0, 0, -2]}
h2 : ![0, -2, 0] ∉ {![0, 0, -2]}
⊢ (2 + ![1, 1, 1] 2 * ![1, 1, 1] 2)⁻¹ +
      (-1 / (2 + (![1, 1, 1] 2 + ![-2, 0, 0] 2) * (![1, 1, 1] 2 + ![-2, 0, 0] 2)) +
        (-1 / (2 + (![1, 1, 1] 2 + ![0, -2, 0] 2) * (![1, 1, 1] 2 + ![0, -2, 0] 2)) +
          (2 + (![1, 1, 1] 2 + ![0, 0, -2] 2) * (![1, 1, 1] 2 + ![0, 0, -2] 2))⁻¹)) =
    0

case «1».«1»
r : ℝ
hr : 0 < r
h1 : ![-2, 0, 0] ∉ {![0, -2, 0], ![0, 0, -2]}
h2 : ![0, -2, 0] ∉ {![0, 0, -2]}
⊢ (2 + ![1, 1, 1] 2 * ![1, 1, 1] 2)⁻¹ +
      ((2 + (![1, 1, 1] 2 + ![-2, 0, 0] 2) * (![1, 1, 1] 2 + ![-2, 0, 0] 2))⁻¹ +
        ((2 + (![1, 1, 1] 2 + ![0, -2, 0] 2) * (![1, 1, 1] 2 + ![0, -2, 0] 2))⁻¹ -
            4 / (4 + ![0, -2, 0] 2 * ![0, -2, 0] 2) +
          (2 + (![1, 1, 1] 2 + ![0, 0, -2] 2) * (![1, 1, 1] 2 + ![0, 0, -2] 2))⁻¹)) =
    1 / 3

case «1».«2»
r : ℝ
hr : 0 < r
h1 : ![-2, 0, 0] ∉ {![0, -2, 0], ![0, 0, -2]}
h2 : ![0, -2, 0] ∉ {![0, 0, -2]}
⊢ (2 + ![1, 1, 1] 2 * ![1, 1, 1] 2)⁻¹ +
      ((2 + (![1, 1, 1] 2 + ![-2, 0, 0] 2) * (![1, 1, 1] 2 + ![-2, 0, 0] 2))⁻¹ +
        (-1 / (2 + (![1, 1, 1] 2 + ![0, -2, 0] 2) * (![1, 1, 1] 2 + ![0, -2, 0] 2)) +
          -1 / (2 + (![1, 1, 1] 2 + ![0, 0, -2] 2) * (![1, 1, 1] 2 + ![0, 0, -2] 2)))) =
    0

case «2».«0»
r : ℝ
hr : 0 < r
h1 : ![-2, 0, 0] ∉ {![0, -2, 0], ![0, 0, -2]}
h2 : ![0, -2, 0] ∉ {![0, 0, -2]}
⊢ (2 + ![1, 1, 1] 2 * ![1, 1, 1] 2)⁻¹ +
      (-1 / (2 + (![1, 1, 1] 2 + ![-2, 0, 0] 2) * (![1, 1, 1] 2 + ![-2, 0, 0] 2)) +
        ((2 + (![1, 1, 1] 2 + ![0, -2, 0] 2) * (![1, 1, 1] 2 + ![0, -2, 0] 2))⁻¹ +
          -1 / (2 + (![1, 1, 1] 2 + ![0, 0, -2] 2) * (![1, 1, 1] 2 + ![0, 0, -2] 2)))) =
    0

case «2».«1»
r : ℝ
hr : 0 < r
h1 : ![-2, 0, 0] ∉ {![0, -2, 0], ![0, 0, -2]}
h2 : ![0, -2, 0] ∉ {![0, 0, -2]}
⊢ (2 + ![1, 1, 1] 2 * ![1, 1, 1] 2)⁻¹ +
      ((2 + (![1, 1, 1] 2 + ![-2, 0, 0] 2) * (![1, 1, 1] 2 + ![-2, 0, 0] 2))⁻¹ +
        (-1 / (2 + (![1, 1, 1] 2 + ![0, -2, 0] 2) * (![1, 1, 1] 2 + ![0, -2, 0] 2)) +
          -1 / (2 + (![1, 1, 1] 2 + ![0, 0, -2] 2) * (![1, 1, 1] 2 + ![0, 0, -2] 2)))) =
    0

case «2».«2»
r : ℝ
hr : 0 < r
h1 : ![-2, 0, 0] ∉ {![0, -2, 0], ![0, 0, -2]}
h2 : ![0, -2, 0] ∉ {![0, 0, -2]}
⊢ (2 + ![1, 1, 1] 2 * ![1, 1, 1] 2)⁻¹ +
      ((2 + (![1, 1, 1] 2 + ![-2, 0, 0] 2) * (![1, 1, 1] 2 + ![-2, 0, 0] 2))⁻¹ +
        ((2 + (![1, 1, 1] 2 + ![0, -2, 0] 2) * (![1, 1, 1] 2 + ![0, -2, 0] 2))⁻¹ +
          ((2 + (![1, 1, 1] 2 + ![0, 0, -2] 2) * (![1, 1, 1] 2 + ![0, 0, -2] 2))⁻¹ -
            4 / (![0, 0, -2] 2 * ![0, 0, -2] 2)))) =
    1 / 3
```

The error reports nine unsolved goals, one for each entry of the 3 × 3 matrix identity `h3`. In every goal, terms such as `![1, 1, 1] 2` remain in the denominators, so the arithmetic cannot be finished. They come from the dot product, which `Fin.sum_univ_three` expands into terms at the literal indices 0, 1 and 2. Ordinary simp lemmas evaluate a vector literal at 0 and 1, but the literal index 2 is left to a simplification procedure (a simproc), which `simp` runs by default and `norm_num` does not. The numerators are evaluated even in the last row and column, because there `fin_cases` supplies the index in the form `⟨2, _⟩`, which ordinary simp lemmas can reduce.

The repair calls `simp` first, with the definitions of the projector and the dot product, so that the components in the denominators become numbers too. `<;> norm_num` then settles the numerical equalities in any goals that remain. Dropping `Matrix.one_apply` is mere tidying: the entries of the identity were not the obstacle, as the right-hand sides had already become `1 / 3` or `0`, and `simp` can evaluate them without naming that lemma.

The mended proof, as a diff:

```diff
@@ -84,5 +84,5 @@
       ext i j
       fin_cases i <;> fin_cases j <;>
-        norm_num [proj, dotProduct, Fin.sum_univ_three, Matrix.one_apply]
+        simp [proj, dotProduct, Fin.sum_univ_three] <;> norm_num
     rw [h3, smul_smul]
     congr 1
```
